# Zero-field spin correlation of an electron coupled isotropically to one nucleus: a constant plus one cosine

## Why one frequency for every nuclear spin?

In a zero-field simulation of a radical with one magnetic nucleus, I replace the numerical propagation of the electron polarisation by a constant plus a single cosine. This puzzles me. A nucleus with large I has many states, so I would expect many frequencies and a polarisation that averages away. Instead there is one frequency, and the time average never drops below 1/3. Is this right for every I, and where does the constant come from?

## Two hyperfine levels and what they preserve

It is right for H = A I·S with real A. The electron starts polarised along z, the nucleus is unpolarised, and the fraction of polarisation left at time t is

C(t) = tr(Sz U Sz U†)/tr(Sz²), U = exp(−itH).

Here ħ = 1, so A is an angular frequency. Write K = I·S, and let d be the dimension of the nuclear space. The electron matrices satisfy Sx² = Sy² = Sz² = 1/4 and SxSy = −SySx = (i/2)Sz, with cyclic permutations. In K², the squares therefore give I(I+1)/4, and the mixed terms give (i/2)(Sz[Ix,Iy] + Sx[Iy,Iz] + Sy[Iz,Ix]) = −K/2:

K² = I(I+1)/4 − K/2.

So K can only take the values I/2 and −(I+1)/2, however large I is. The projector onto the first is

P = (2K + I + 1)/(2I + 1),

and the propagator is

U = p P + q (1 − P), p = exp(−iAIt/2), q = exp(iA(I+1)t/2).

Equivalently, U = u + vK with

u = [p(I+1) + qI]/(2I+1), v = 2(p − q)/(2I+1).

For the traces, cyclicity gives tr([Ix,Iy]Iz) = tr([Iy,Iz]Ix) = tr([Iz,Ix]Iy). By the commutation relations these are i tr Iz², i tr Ix² and i tr Iy², so each component has tr = d I(I+1)/3 for its square. Since Sz² = 1/4 and tr K = 0, the terms linear in K vanish. In tr(Sz K Sz K), the z component contributes with weight 1/8 and x and y with −1/8 each, which leaves −d I(I+1)/24. With tr Sz² = d/2,

C = |u|² − |v|² I(I+1)/12.

Let ω = A(I+1/2), the difference of the two level energies. Then

|u|² = [(I+1)² + I² + 2I(I+1) cos ωt]/(2I+1)²

|v|² = 8(1 − cos ωt)/(2I+1)².

Inserting these and using 4I(I+1) = (2I+1)² − 1 gives

C(t) = c + (1 − c) cos ωt, c = 1/3 + 2/(3(2I+1)²).

The constant is the share of tr Sz² that belongs to the part of Sz not connecting the two levels, D = P Sz P + (1 − P) Sz (1 − P): D commutes with H and so does not change in time, which gives c = tr D²/tr Sz². For large I it approaches 1/3, as for a spin precessing about a static field of random direction.

One slip in the algebra would change the frequency: if the nuclear components are treated as commuting, the term −K/2 is lost and ω becomes A√(I(I+1)).

### The statement in Lean

`correlation_eq` states this formula for all real `A` and `t`. The natural number `s` is 2I, and `J` holds the nuclear components Ix, Iy, Iz (not the total angular momentum) at indices 0, 1, 2. `IsSpin s J` requires them to be Hermitian, to obey the commutation relations and to have total square I(I+1). The nuclear space may contain several copies of spin I, because d cancels; `Nonempty n` excludes d = 0. `isSpin_witness` supplies explicit matrices for I = 1/2 and I = 1.

`coupling J` is K, built from Kronecker products with the electron factor first, and `propagator` is the matrix exponential itself. The name `upperProjector` fits the energy order only for A > 0. In `correlation_spin_half` the result becomes cos²(At/2).

The commutation relations matter. Take a one-dimensional nuclear space with Ix = Iy = 0 and Iz = √3/2. Everything in `IsSpin 1` holds except `comm_xy`, but H is now proportional to Sz, so C(t) = 1 instead of cos²(At/2).

The step left to you is to accept A I·S as the radical's whole Hamiltonian, without anisotropy, further nuclei or relaxation. Within that one-nucleus model, the formula gives a reference curve for spin-dynamics programs.

```lean
import Mathlib

open Matrix
open scoped Kronecker

namespace ZeroFieldSpinCorrelation

noncomputable section

variable {n : Type*} [Fintype n] [DecidableEq n]

/-- The three spin-1/2 matrices (x, y, z) of the electron, in units of ħ. -/
def halfPauli : Fin 3 → Matrix (Fin 2) (Fin 2) ℂ :=
  ![!![0, 1/2; 1/2, 0], !![0, -Complex.I/2; Complex.I/2, 0], !![1/2, 0; 0, -1/2]]

/-- The three spin-1 matrices (x, y, z) in the Cartesian basis, in units of ħ. -/
def spinOne : Fin 3 → Matrix (Fin 3) (Fin 3) ℂ :=
  ![!![0, 0, 0; 0, 0, -Complex.I; 0, Complex.I, 0],
    !![0, 0, Complex.I; 0, 0, 0; -Complex.I, 0, 0],
    !![0, -Complex.I, 0; Complex.I, 0, 0; 0, 0, 0]]

/-- Three Hermitian matrices that obey the angular momentum commutation relations
and whose total square is `I(I+1)` with `I = s/2`. -/
structure IsSpin (s : ℕ) (J : Fin 3 → Matrix n n ℂ) : Prop where
  hermitian : ∀ a, (J a)ᴴ = J a
  comm_xy : J 0 * J 1 - J 1 * J 0 = Complex.I • J 2
  comm_yz : J 1 * J 2 - J 2 * J 1 = Complex.I • J 0
  comm_zx : J 2 * J 0 - J 0 * J 2 = Complex.I • J 1
  casimir : J 0 * J 0 + J 1 * J 1 + J 2 * J 2 = ((s : ℂ)/2 * ((s : ℂ)/2 + 1)) • 1

/-- The scalar product `I·S` of nuclear and electron spin on the joint space. -/
def coupling (J : Fin 3 → Matrix n n ℂ) : Matrix (Fin 2 × n) (Fin 2 × n) ℂ :=
  ∑ a, halfPauli a ⊗ₖ J a

/-- The electron operator `Sz` on the joint space. -/
def electronSz (n : Type*) [DecidableEq n] : Matrix (Fin 2 × n) (Fin 2 × n) ℂ :=
  halfPauli 2 ⊗ₖ (1 : Matrix n n ℂ)

/-- The propagator `U = exp(-itH)` of the isotropic hyperfine Hamiltonian `H = A I·S`. -/
def propagator (A : ℝ) (J : Fin 3 → Matrix n n ℂ) (t : ℝ) :
    Matrix (Fin 2 × n) (Fin 2 × n) ℂ :=
  NormedSpace.exp ((-(Complex.I * t)) • ((A : ℂ) • coupling J))

/-- The electron spin correlation `tr(Sz U Sz U*) / tr(Sz²)`, for a nonempty nuclear basis. -/
def correlation (A : ℝ) (J : Fin 3 → Matrix n n ℂ) (t : ℝ) : ℂ :=
  trace (electronSz n * propagator A J t * electronSz n * (propagator A J t)ᴴ) /
    trace (electronSz n * electronSz n)

/-- The constant part `c = 1/3 + 2/(3(2I+1)²)` of the correlation, with `2I = s`. -/
def staticPart (s : ℕ) : ℝ := 1/3 + 2/(3 * ((s : ℝ) + 1)^2)

/-- The operator `(2 I·S + I + 1)/(2I + 1)`, with `2I = s`. -/
def upperProjector (s : ℕ) (J : Fin 3 → Matrix n n ℂ) :
    Matrix (Fin 2 × n) (Fin 2 × n) ℂ :=
  (1/((s : ℂ) + 1)) • ((2 : ℂ) • coupling J + ((s : ℂ)/2 + 1) • 1)

/-- The multiplication table of the spin-1/2 matrices. -/
theorem halfPauli_mul :
    (∀ a, halfPauli a * halfPauli a = (1/4 : ℂ) • 1) ∧
    halfPauli 0 * halfPauli 1 = (Complex.I/2) • halfPauli 2 ∧
    halfPauli 1 * halfPauli 0 = (-(Complex.I/2)) • halfPauli 2 ∧
    halfPauli 1 * halfPauli 2 = (Complex.I/2) • halfPauli 0 ∧
    halfPauli 2 * halfPauli 1 = (-(Complex.I/2)) • halfPauli 0 ∧
    halfPauli 2 * halfPauli 0 = (Complex.I/2) • halfPauli 1 ∧
    halfPauli 0 * halfPauli 2 = (-(Complex.I/2)) • halfPauli 1 := by
  have hI := Complex.I_sq
  refine ⟨fun a => ?_, ?_, ?_, ?_, ?_, ?_, ?_⟩
  · fin_cases a <;> ext i j <;> fin_cases i <;> fin_cases j <;>
      simp [halfPauli, Matrix.mul_apply, Fin.sum_univ_two] <;> grind
  all_goals
    ext i j
    fin_cases i <;> fin_cases j <;>
      simp [halfPauli, Matrix.mul_apply, Fin.sum_univ_two] <;> grind

/-- The matrices `halfPauli` form a spin 1/2 and the matrices `spinOne` form a spin 1. -/
theorem isSpin_witness : IsSpin 1 halfPauli ∧ IsSpin 2 spinOne := by
  obtain ⟨hd, hxy, hyx, hyz, hzy, hzx, hxz⟩ := halfPauli_mul
  constructor
  · refine ⟨fun a => ?_, ?_, ?_, ?_, ?_⟩
    · fin_cases a <;> ext i j <;> fin_cases i <;> fin_cases j <;> simp [halfPauli]
    · rw [hxy, hyx]; module
    · rw [hyz, hzy]; module
    · rw [hzx, hxz]; module
    · rw [hd, hd, hd]; push_cast; module
  · refine ⟨fun a => ?_, ?_, ?_, ?_, ?_⟩
    · fin_cases a <;> ext i j <;> fin_cases i <;> fin_cases j <;> simp [spinOne]
    all_goals
      ext i j
      fin_cases i <;> fin_cases j <;>
        simp [spinOne]

/-- Each component of a spin `I = s/2` has the same trace of its square,
`I(I+1)/3` times the dimension. -/
theorem trace_component_sq {s : ℕ} {J : Fin 3 → Matrix n n ℂ} (h : IsSpin s J) (a : Fin 3) :
    trace (J a * J a) = (s : ℂ) * (s + 2)/12 * Fintype.card n := by
  have hz := congrArg (fun M => trace (M * J 2)) h.comm_xy
  have hx := congrArg (fun M => trace (M * J 0)) h.comm_yz
  have hy := congrArg (fun M => trace (M * J 1)) h.comm_zx
  have hc := congrArg trace h.casimir
  simp only [sub_mul, Matrix.smul_mul, trace_sub, trace_smul, smul_eq_mul] at hx hy hz
  simp only [trace_add, trace_smul, smul_eq_mul, trace_one] at hc
  -- cyclicity of the trace identifies the three right-hand sides
  have c1 := trace_mul_cycle (J 1) (J 2) (J 0)
  have c2 := trace_mul_cycle (J 2) (J 0) (J 1)
  have c3 := trace_mul_cycle (J 2) (J 1) (J 0)
  have c4 := trace_mul_cycle (J 0) (J 2) (J 1)
  have exz : trace (J 0 * J 0) = trace (J 2 * J 2) :=
    mul_left_cancel₀ Complex.I_ne_zero (by linear_combination hz - hx + c1 - c3 - c4)
  have eyz : trace (J 1 * J 1) = trace (J 2 * J 2) :=
    mul_left_cancel₀ Complex.I_ne_zero (by linear_combination hz - hy + c1 + c2 - c4)
  fin_cases a
  · change trace (J 0 * J 0) = _
    linear_combination hc/3 + 2/3 * exz - eyz/3
  · change trace (J 1 * J 1) = _
    linear_combination hc/3 + 2/3 * eyz - exz/3
  · change trace (J 2 * J 2) = _
    linear_combination hc/3 - exz/3 - eyz/3

/-- The quadratic equation `(I·S)² = I(I+1)/4 - (I·S)/2` for a nuclear spin `I = s/2`. -/
theorem coupling_sq {s : ℕ} {J : Fin 3 → Matrix n n ℂ} (h : IsSpin s J) :
    coupling J * coupling J =
      ((s : ℂ) * (s + 2)/16) • 1 - (1/2 : ℂ) • coupling J := by
  obtain ⟨hd, hxy, hyx, hyz, hzy, hzx, hxz⟩ := halfPauli_mul
  rw [← Matrix.one_kronecker_one]
  simp only [coupling, Fin.sum_univ_three, mul_add, add_mul, ← Matrix.mul_kronecker_mul,
    hd, hxy, hyx, hyz, hzy, hzx, hxz]
  ext ⟨i, a⟩ ⟨j, b⟩
  have e1 := congrFun (congrFun h.comm_xy a) b
  have e2 := congrFun (congrFun h.comm_yz a) b
  have e3 := congrFun (congrFun h.comm_zx a) b
  have e4 := congrFun (congrFun h.casimir a) b
  simp only [Matrix.add_apply, Matrix.sub_apply, Matrix.smul_apply, smul_eq_mul,
    Matrix.kroneckerMap_apply] at e1 e2 e3 e4 ⊢
  linear_combination ((1 : Matrix (Fin 2) (Fin 2) ℂ) i j)/4 * e4
    + Complex.I/2 * halfPauli 2 i j * e1 + Complex.I/2 * halfPauli 0 i j * e2
    + Complex.I/2 * halfPauli 1 i j * e3
    + 1/2 * (halfPauli 0 i j * J 0 a b + halfPauli 1 i j * J 1 a b
      + halfPauli 2 i j * J 2 a b) * Complex.I_sq

/-- The exponential of an operator with value `a` on the range of a projector `P` and `b` on
that of `1 - P` has the values `exp a` and `exp b` there. -/
theorem exp_two_level {P : Matrix n n ℂ} (hP : P * P = P) (a b : ℂ) :
    NormedSpace.exp (a • P + b • (1 - P)) =
      Complex.exp a • P + Complex.exp b • (1 - P) := by
  have hpow : ∀ k : ℕ, (a • P + b • (1 - P))^k = a^k • P + b^k • (1 - P) := by
    intro k
    induction k with
    | zero => simp
    | succ k ih =>
      rw [pow_succ, ih]
      simp only [mul_add, add_mul, mul_sub, sub_mul, smul_mul_assoc, mul_smul_comm,
        one_mul, mul_one, hP]
      module
  have hs : ∀ z : ℂ, HasSum (fun k : ℕ => (k.factorial : ℂ)⁻¹ * z^k) (Complex.exp z) := by
    intro z
    rw [Complex.exp_eq_exp_ℂ]
    simpa [div_eq_inv_mul] using NormedSpace.expSeries_div_hasSum_exp z
  -- sum the exponential series separately on the two levels
  have hsum := ((hs a).smul_const P).add ((hs b).smul_const (1 - P))
  rw [NormedSpace.exp_eq_tsum (𝕂 := ℂ)]
  change ∑' k : ℕ, (k.factorial : ℂ)⁻¹ • (a • P + b • (1 - P))^k = _
  refine Eq.trans (tsum_congr fun k => ?_) hsum.tsum_eq
  rw [hpow, smul_add, smul_smul, smul_smul]

/-- For a nuclear spin `I = s/2`, the operator `(2 I·S + I + 1)/(2I + 1)` is a Hermitian
projector. -/
theorem upperProjector_spec {s : ℕ} {J : Fin 3 → Matrix n n ℂ} (h : IsSpin s J) :
    upperProjector s J * upperProjector s J = upperProjector s J ∧
      (upperProjector s J)ᴴ = upperProjector s J := by
  have hN : (s : ℂ) + 1 ≠ 0 := Nat.cast_add_one_ne_zero s
  constructor
  · simp only [upperProjector, mul_add, add_mul, smul_mul_assoc, mul_smul_comm, one_mul,
      mul_one, coupling_sq h]
    match_scalars <;> field_simp <;> ring
  · have hK : (coupling J)ᴴ = coupling J := by
      simp only [coupling, conjTranspose_sum, conjTranspose_kronecker, h.hermitian,
        isSpin_witness.1.hermitian]
    simp [upperProjector, conjTranspose_add, conjTranspose_smul, hK]

/-- For a nuclear spin `I = s/2`, the propagator is a sum of two projectors with the phases
`exp(-iAIt/2)` and `exp(iA(I+1)t/2)`. -/
theorem propagator_eq {s : ℕ} {J : Fin 3 → Matrix n n ℂ} (h : IsSpin s J) (A t : ℝ) :
    propagator A J t =
      Complex.exp ((-(A * s/4 * t) : ℝ) * Complex.I) • upperProjector s J +
      Complex.exp ((A * (s + 2)/4 * t : ℝ) * Complex.I) • (1 - upperProjector s J) := by
  have hN : (s : ℂ) + 1 ≠ 0 := Nat.cast_add_one_ne_zero s
  rw [← exp_two_level (upperProjector_spec h).1, propagator]
  congr 1
  push_cast
  simp only [upperProjector]
  match_scalars <;> field_simp <;> ring

/-- The trace of `Sz (u + v I·S) Sz (u' + v' I·S)` for a nuclear spin `I = s/2`. -/
theorem trace_sandwich {s : ℕ} {J : Fin 3 → Matrix n n ℂ} (h : IsSpin s J)
    (u v u' v' : ℂ) :
    trace (electronSz n * (u • 1 + v • coupling J) * electronSz n *
      (u' • 1 + v' • coupling J)) =
      Fintype.card n * (u * u'/2 - v * v' * (s * (s + 2))/96) := by
  have hI := Complex.I_sq
  have hp : ∀ a b, trace (halfPauli 2 * halfPauli a * halfPauli 2 * halfPauli b) =
      if a = b then (if a = 2 then (1/8 : ℂ) else -1/8) else 0 := by
    intro a b
    fin_cases a <;> fin_cases b <;>
      simp [halfPauli, trace_fin_two] <;> grind
  have hSS : electronSz n * electronSz n = (1/4 : ℂ) • 1 := by
    rw [electronSz, ← Matrix.mul_kronecker_mul, halfPauli_mul.1, one_mul,
      Matrix.smul_kronecker, Matrix.one_kronecker_one]
  have hK : trace (coupling J) = 0 := by
    simp [coupling, Fin.sum_univ_three, trace_add, trace_kronecker, trace_fin_two, halfPauli]
    norm_num
  have hSKSK : trace (electronSz n * coupling J * electronSz n * coupling J) =
      -(Fintype.card n * (s * (s + 2))/96 : ℂ) := by
    simp only [electronSz, coupling, Fin.sum_univ_three, mul_add, add_mul,
      ← Matrix.mul_kronecker_mul, trace_add, trace_kronecker, one_mul, mul_one, hp,
      Fin.isValue, Fin.reduceEq, reduceIte, trace_component_sq h]
    ring
  have hSKS : trace (electronSz n * coupling J * electronSz n) = 0 := by
    rw [trace_mul_cycle, hSS, smul_mul_assoc, one_mul, trace_smul, hK, smul_zero]
  simp only [mul_add, add_mul, smul_mul_assoc, mul_smul_comm, mul_one, one_mul, trace_add,
    trace_smul, smul_eq_mul, hSKSK, hSKS, hSS, hK, trace_one, Fintype.card_prod,
    Fintype.card_fin]
  push_cast
  ring

/-- Zero-field electron spin correlation for a nuclear spin `I = s/2` on a nonempty basis and
`H = A I·S`: `tr(Sz U Sz U*)/tr(Sz²) = c + (1-c) cos(A(I+1/2)t)` with `c = 1/3 + 2/(3(2I+1)²)`. -/
theorem correlation_eq [Nonempty n] {s : ℕ} {J : Fin 3 → Matrix n n ℂ} (h : IsSpin s J)
    (A t : ℝ) :
    correlation A J t =
      ((staticPart s + (1 - staticPart s) * Real.cos (A * (s/2 + 1/2) * t) : ℝ) : ℂ) := by
  have hN : (s : ℂ) + 1 ≠ 0 := Nat.cast_add_one_ne_zero s
  have hn : (Fintype.card n : ℂ) ≠ 0 := Nat.cast_ne_zero.mpr Fintype.card_ne_zero
  have hS : trace (electronSz n * electronSz n) = (Fintype.card n : ℂ)/2 := by
    simpa [div_eq_mul_inv] using trace_sandwich h 1 0 1 0
  have hstar : ∀ x : ℝ, star (Complex.exp (x * Complex.I)) =
      Complex.exp (-(x * Complex.I)) := by
    intro x
    rw [← starRingEnd_apply, ← Complex.exp_conj]
    simp
  have key : ∀ p q : ℂ, p • upperProjector s J + q • (1 - upperProjector s J) =
      ((p * (s + 2) + q * s)/(2 * (s + 1))) • 1 + (2 * (p - q)/(s + 1)) • coupling J := by
    intro p q
    simp only [upperProjector]
    match_scalars <;> field_simp <;> ring
  rw [correlation, hS, propagator_eq h, conjTranspose_add, conjTranspose_smul,
    conjTranspose_smul, conjTranspose_sub, conjTranspose_one, (upperProjector_spec h).2,
    hstar, hstar, key, key, trace_sandwich h]
  -- only the relative phase of the two hyperfine levels survives
  have hcos : Complex.exp ((-(A * s/4 * t) : ℝ) * Complex.I) *
        Complex.exp (-((A * (s + 2)/4 * t : ℝ) * Complex.I)) +
      Complex.exp (-((-(A * s/4 * t) : ℝ) * Complex.I)) *
        Complex.exp ((A * (s + 2)/4 * t : ℝ) * Complex.I) =
      2 * Complex.cos (A * (s/2 + 1/2) * t) := by
    rw [← Complex.exp_add, ← Complex.exp_add, Complex.cos, mul_div_cancel₀ _ two_ne_zero,
      add_comm]
    push_cast
    congr 2 <;> ring
  have hunit : ∀ z : ℂ, Complex.exp z * Complex.exp (-z) = 1 := by
    intro z
    rw [← Complex.exp_add, add_neg_cancel, Complex.exp_zero]
  have hp := hunit ((-(A * s/4 * t) : ℝ) * Complex.I)
  have hq := hunit ((A * (s + 2)/4 * t : ℝ) * Complex.I)
  generalize Complex.exp ((-(A * s/4 * t) : ℝ) * Complex.I) = p at *
  generalize Complex.exp (-((-(A * s/4 * t) : ℝ) * Complex.I)) = p' at *
  generalize Complex.exp ((A * (s + 2)/4 * t : ℝ) * Complex.I) = q at *
  generalize Complex.exp (-((A * (s + 2)/4 * t : ℝ) * Complex.I)) = q' at *
  simp only [staticPart]
  push_cast
  generalize Complex.cos (A * (s/2 + 1/2) * t) = C at *
  field_simp

  grind

/-- For a nuclear spin 1/2 the zero-field correlation is `cos²(At/2)`. -/
theorem correlation_spin_half (A t : ℝ) :
    correlation A halfPauli t = ((Real.cos (A * t/2)^2 : ℝ) : ℂ) := by
  rw [correlation_eq isSpin_witness.1]
  congr 1
  have h2 := Real.cos_two_mul (A * t/2)
  rw [show A * (((1 : ℕ) : ℝ)/2 + 1/2) * t = 2 * (A * t/2) by push_cast; ring, h2]
  norm_num [staticPart]
  ring

end

end ZeroFieldSpinCorrelation
```

```lean
#print axioms ZeroFieldSpinCorrelation.correlation_spin_half
```

```
'ZeroFieldSpinCorrelation.correlation_spin_half' depends on axioms: [propext, Classical.choice, Quot.sound]
```

### From the quadratic equation to the cosine

`halfPauli_mul` checks the electron products entry by entry. `coupling_sq` expands K² with them, then uses `linear_combination` to add the commutators and the total square with the weights found above. `upperProjector_spec` substitutes this equation into P² and compares coefficients; it also shows that P is Hermitian.

`exp_two_level` proves by induction that the k-th power of aP + b(1−P) is aᵏP + bᵏ(1−P), and sums the exponential series on each level. `propagator_eq` applies it to H.

`trace_component_sq` is the cyclicity argument, and `trace_sandwich` evaluates tr(Sz(u+vK)Sz(u′+v′K)), including the weights 1/8 and −1/8.

In `correlation_eq`, `key` rewrites U as u + vK, and `hcos` combines the relative phases of the two levels into 2 cos ωt. The phases and their conjugates are then replaced by letters whose products are 1, and `field_simp` and `grind` finish the remaining algebra.
